# The dipolar field of finitely many moments at a muon site shares their symmetry

## A muon among ordered moments

A muon implanted in a magnet stops at an interstitial site, and its spin precesses in the local magnetic field. In an ordered magnet, part of that field is the dipolar field of the surrounding moments. At some sites of an antiferromagnet this part cancels, while at others only certain components survive. Symmetry can often decide which case applies before any sum is evaluated.

Put the muon at the origin. Let \(S\) be a finite set of nonzero positions \(R\), each carrying a classical point moment \(m(R)\). In units where \(\mu_0/4\pi=1\), one moment \(m\) at \(R\) contributes

\[
b(m,R)=\frac{3(m\cdot R)\,R}{|R|^5}-\frac{m}{|R|^3},
\qquad B=\sum_{R\in S} b(m(R),R).
\]

## Symmetry with a sign

Let \(O\) be an orthogonal map, proper or improper, that sends \(S\) into itself, and suppose that \(m(OR)=s\,O\,m(R)\) on \(S\) for a real number \(s\). Then \(B=s\,OB\).

The factor \(s\) carries the physics of magnetic moments. A moment is an axial vector, so a spatial operation turns it into \(\det(O)\,Om\), and time reversal adds another sign. Thus \(s\) is the product of \(\det O\) and the time-reversal sign. Moments with \(m(-R)=-m(R)\) are symmetric under inversion combined with time reversal: here \(O=-1\) and \(s=1\). The theorem accepts any real \(s\), but comparing the sums of \(|m(R)|\) before and after the operation shows that \(|s|=1\) unless all moments vanish.

In Lean, `Vec` is Euclidean 3-space, `S : Finset Vec` holds the positions, and `m : Vec → Vec` gives the moments, of which only the values on `S` matter. The type `Vec ≃ₗᵢ[ℝ] Vec` of `O` consists of the linear isometries, which fix the origin, so the symmetry element must pass through the muon. The hypotheses `h0`, `hS` and `hm` say that the positions are nonzero, that `O` preserves them, and that the moments follow with the factor `s`.

The functions `dipoleField` and `dipolarField` are \(b\) and \(B\). The predicate `IsFieldAtOrigin S m B` says that the total scalar potential has slope \(-B\cdot v\) at the origin along every direction \(v\). It determines \(B\) uniquely, since a derivative is unique. The main theorem, `dipolarField_symmetry`, asserts both this property of the dipole sum and \(B=s\,OB\). A nonzero moment at the origin would make the potential singular there, and no vector would then satisfy the predicate.

The moments are given and rigid. Contact hyperfine fields, the muon's distortion of its surroundings and infinite lattice sums do not enter. For such a finite cluster of point dipoles, the relation shows which field components must vanish by symmetry at a candidate muon site, and a numerical dipole sum can be compared with it.

## From the potential to \(B=s\,OB\)

The potential of one moment is \(\varphi(r)=m\cdot(r-R)/|r-R|^3\). Along the line \(r=tv\), the numerator has derivative \(m\cdot v\), and at \(t=0\) the distance \(|tv-R|\) has derivative \(-R\cdot v/|R|\). The quotient rule gives

\[
\left.\frac{d}{dt}\varphi(tv)\right|_{t=0}
=\frac{m\cdot v}{|R|^3}-\frac{3(m\cdot R)(R\cdot v)}{|R|^5}
=-\,b(m,R)\cdot v .
\]

Summing over \(S\) shows that \(B\) is minus the gradient of the total potential.

Next, \(O\) preserves lengths and scalar products, so

\[
b(sOm,OR)=\frac{3s(m\cdot R)\,OR}{|R|^5}-\frac{s\,Om}{|R|^3}=s\,O\,b(m,R).
\]

Finally, \(O\) is injective and maps the finite set \(S\) into itself, so it permutes \(S\). Relabelling the sum gives

\[
B=\sum_{R\in S} b(m(OR),OR)=\sum_{R\in S} s\,O\,b(m(R),R)=s\,OB .
\]

## Vanishing fields and vanishing components

If \(sO\) fixes only the zero vector, then \(B=0\). For inversion with odd moments the relation reads \(B=-B\), so the field vanishes.

If \(s=-1\) and \(On=n\), then

\[
B\cdot n=-(OB)\cdot(On)=-B\cdot n,
\]

so \(B\) is perpendicular to \(n\). A twofold rotation about \(n\) combined with time reversal is an example.

Inversion symmetry of the positions alone does not make the field vanish. Put equal moments \(u\) at \(u\) and \(-u\), with \(|u|=1\). Each contributes \(3u-u=2u\), and the total is \(4u\).

## The Lean file

```lean
import Mathlib

open scoped InnerProductSpace

namespace MuonSiteSymmetry

noncomputable section

/-- Vectors of Euclidean three-dimensional space. -/
abbrev Vec := EuclideanSpace ℝ (Fin 3)

/-- Magnetic scalar potential at the point `r ≠ R` of a moment `m` placed at `R`,
in units where `μ₀/4π = 1` and the field is minus the gradient. -/
def dipolePotential (m R r : Vec) : ℝ := ⟪m, r - R⟫_ℝ / ‖r - R‖ ^ 3

/-- Dipolar field at the origin of a moment `m` placed at `R ≠ 0`, in units of `μ₀/4π`. -/
def dipoleField (m R : Vec) : Vec :=
  (3 * ⟪m, R⟫_ℝ / ‖R‖ ^ 5) • R - (1 / ‖R‖ ^ 3) • m

/-- Total dipolar field at the origin of the moments `m R` at the nonzero positions `R` in `S`. -/
def dipolarField (S : Finset Vec) (m : Vec → Vec) : Vec :=
  ∑ R ∈ S, dipoleField (m R) R

/-- `B` is the field at the origin: along every direction `v`, the total scalar potential
of the moments has slope `-B·v` there. -/
def IsFieldAtOrigin (S : Finset Vec) (m : Vec → Vec) (B : Vec) : Prop :=
  ∀ v : Vec, HasDerivAt (fun t : ℝ => ∑ R ∈ S, dipolePotential (m R) R (t • v)) (-⟪B, v⟫_ℝ) 0

/-- For a dipole away from the origin, the slope of its potential at the origin
along `v` is minus the component of the dipolar field along `v`. -/
theorem hasDerivAt_dipolePotential (m R v : Vec) (hR : R ≠ 0) :
    HasDerivAt (fun t : ℝ => dipolePotential m R (t • v)) (-⟪dipoleField m R, v⟫_ℝ) 0 := by
  have hr : ‖R‖ ≠ 0 := norm_ne_zero_iff.mpr hR
  have hu : HasDerivAt (fun t : ℝ => t • v - R) v 0 := by
    simpa using ((hasDerivAt_id' (0 : ℝ)).smul_const v).sub_const R
  have hnum : HasDerivAt (fun t : ℝ => ⟪m, t • v - R⟫_ℝ) ⟪m, v⟫_ℝ 0 :=
    (innerSL ℝ m).hasFDerivAt.comp_hasDerivAt 0 hu
  -- the distance is differentiable because the dipole is not at the origin
  have hn : HasDerivAt (fun t : ℝ => ‖t • v - R‖) (-⟪R, v⟫_ℝ / ‖R‖) 0 := by
    have h := hu.norm_sq.sqrt (by simpa using hR)
    simp only [Real.sqrt_sq (norm_nonneg _)] at h
    refine h.congr_deriv ?_
    rw [zero_smul, zero_sub, inner_neg_left, norm_neg]
    field_simp
  have hne : ‖(0 : ℝ) • v - R‖ ^ 3 ≠ 0 := by
    rw [zero_smul, zero_sub, norm_neg]
    exact pow_ne_zero 3 hr
  refine (hnum.fun_div (hn.fun_pow 3) hne).congr_deriv ?_
  simp only [dipoleField, zero_smul, zero_sub, norm_neg, inner_neg_right, inner_sub_left,
    real_inner_smul_left]
  field_simp
  ring

/-- If no moment sits at the origin, the dipole sum is minus the gradient of the total
scalar potential there. -/
theorem isFieldAtOrigin_dipolarField (S : Finset Vec) (m : Vec → Vec)
    (h0 : ∀ R ∈ S, R ≠ 0) : IsFieldAtOrigin S m (dipolarField S m) := by
  intro v
  refine (HasDerivAt.fun_sum fun R hR =>
    hasDerivAt_dipolePotential (m R) R v (h0 R hR)).congr_deriv ?_
  rw [dipolarField, sum_inner, Finset.sum_neg_distrib]

/-- Moving a dipole by an orthogonal map `O`, and turning its moment into `s O m`,
turns its field `B` at the origin into `s O B`. -/
theorem dipoleField_covariant (O : Vec ≃ₗᵢ[ℝ] Vec) (s : ℝ) (m R : Vec) :
    dipoleField (s • O m) (O R) = s • O (dipoleField m R) := by
  simp only [dipoleField, real_inner_smul_left, O.inner_map_map, O.norm_map, map_sub, map_smul]
  module

/-- Let an orthogonal map `O` send a finite set of nonzero positions into itself, with
`m(OR) = s O m(R)` for a real factor `s`. Then the dipole sum `B` is the magnetic field
at the origin and satisfies `B = s O B`. -/
theorem dipolarField_symmetry (S : Finset Vec) (m : Vec → Vec) (O : Vec ≃ₗᵢ[ℝ] Vec) (s : ℝ)
    (h0 : ∀ R ∈ S, R ≠ 0) (hS : ∀ R ∈ S, O R ∈ S) (hm : ∀ R ∈ S, m (O R) = s • O (m R)) :
    IsFieldAtOrigin S m (dipolarField S m) ∧
      dipolarField S m = s • O (dipolarField S m) := by
  classical
  refine ⟨isFieldAtOrigin_dipolarField S m h0, ?_⟩
  -- an injective map of a finite set into itself is a permutation
  have himg : S.image O = S :=
    Finset.eq_of_subset_of_card_le (Finset.image_subset_iff.mpr hS)
      (by rw [Finset.card_image_of_injective _ O.injective])
  calc dipolarField S m = ∑ R ∈ S.image O, dipoleField (m R) R := by rw [himg, dipolarField]
    _ = ∑ R ∈ S, dipoleField (m (O R)) (O R) :=
        Finset.sum_image fun _ _ _ _ h => O.injective h
    _ = ∑ R ∈ S, s • O (dipoleField (m R) R) :=
        Finset.sum_congr rfl fun R hR => by rw [hm R hR, dipoleField_covariant]
    _ = s • O (dipolarField S m) := by rw [dipolarField, map_sum, Finset.smul_sum]

/-- If a symmetry of the nonzero positions and their moments, as in `dipolarField_symmetry`,
is such that `s O` fixes only the zero vector, then the field at the origin is zero. -/
theorem field_zero_of_no_invariant_vector (S : Finset Vec) (m : Vec → Vec)
    (O : Vec ≃ₗᵢ[ℝ] Vec) (s : ℝ)
    (h0 : ∀ R ∈ S, R ≠ 0) (hS : ∀ R ∈ S, O R ∈ S) (hm : ∀ R ∈ S, m (O R) = s • O (m R))
    (hfix : ∀ v : Vec, v = s • O v → v = 0) : IsFieldAtOrigin S m 0 := by
  obtain ⟨hB, hsym⟩ := dipolarField_symmetry S m O s h0 hS hm
  rwa [hfix _ hsym] at hB

/-- A vector equal to its own opposite is zero. -/
theorem eq_zero_of_eq_neg {v : Vec} (h : v = -v) : v = 0 := by
  have h2 : (2 : ℝ) • v = 0 := by
    rw [two_smul]
    exact add_eq_zero_iff_eq_neg.mpr h
  exact (smul_eq_zero.mp h2).resolve_left two_ne_zero

/-- On a finite inversion-symmetric set of nonzero positions, moments with
`m(-R) = -m(R)` produce zero dipolar field at the origin. -/
theorem field_zero_of_inversion (S : Finset Vec) (m : Vec → Vec)
    (h0 : ∀ R ∈ S, R ≠ 0) (hS : ∀ R ∈ S, -R ∈ S) (hm : ∀ R ∈ S, m (-R) = -m R) :
    IsFieldAtOrigin S m 0 := by
  refine field_zero_of_no_invariant_vector S m (LinearIsometryEquiv.neg ℝ) 1 h0
    (fun R hR => by simpa using hS R hR) (fun R hR => by simpa using hm R hR) ?_
  intro v hv
  exact eq_zero_of_eq_neg (by simpa using hv)

/-- If an orthogonal map `O` preserves a finite set of nonzero positions, fixes the vector `n`,
and `m(OR) = -O m(R)`, then the field at the origin is perpendicular to `n`. -/
theorem field_perpendicular_to_axis (S : Finset Vec) (m : Vec → Vec)
    (O : Vec ≃ₗᵢ[ℝ] Vec) (n : Vec) (h0 : ∀ R ∈ S, R ≠ 0) (hS : ∀ R ∈ S, O R ∈ S)
    (hm : ∀ R ∈ S, m (O R) = (-1 : ℝ) • O (m R)) (hn : O n = n) :
    IsFieldAtOrigin S m (dipolarField S m) ∧ ⟪dipolarField S m, n⟫_ℝ = 0 := by
  obtain ⟨hB, hsym⟩ := dipolarField_symmetry S m O (-1) h0 hS hm
  refine ⟨hB, ?_⟩
  -- the component along the axis equals its own opposite
  have h : ⟪dipolarField S m, n⟫_ℝ = -⟪dipolarField S m, n⟫_ℝ :=
    calc ⟪dipolarField S m, n⟫_ℝ = ⟪(-1 : ℝ) • O (dipolarField S m), O n⟫_ℝ := by
          rw [← hsym, hn]
      _ = -⟪dipolarField S m, n⟫_ℝ := by
          rw [real_inner_smul_left, O.inner_map_map]
          ring
  linarith

open scoped Classical in
/-- Two equal moments `u` at the positions `u` and `-u`, with `u` a unit vector, produce
the dipolar field `4u` at the origin. -/
theorem parallel_pair_field (u : Vec) (hu : ‖u‖ = 1) :
    dipolarField {u, -u} (fun _ => u) = (4 : ℝ) • u := by
  have hne : u ≠ -u := by
    intro h
    rw [eq_zero_of_eq_neg h, norm_zero] at hu
    exact zero_ne_one hu
  rw [dipolarField, Finset.sum_pair hne]
  simp only [dipoleField, inner_neg_right, norm_neg, real_inner_self_eq_norm_sq, hu]
  module

end

end MuonSiteSymmetry
```

```lean
#print axioms MuonSiteSymmetry.dipolarField_symmetry
-- 'MuonSiteSymmetry.dipolarField_symmetry' depends on axioms: [propext, Classical.choice, Quot.sound]
#print axioms MuonSiteSymmetry.field_zero_of_inversion
-- 'MuonSiteSymmetry.field_zero_of_inversion' depends on axioms: [propext, Classical.choice, Quot.sound]
#print axioms MuonSiteSymmetry.field_perpendicular_to_axis
-- 'MuonSiteSymmetry.field_perpendicular_to_axis' depends on axioms: [propext, Classical.choice, Quot.sound]
#print axioms MuonSiteSymmetry.parallel_pair_field
-- 'MuonSiteSymmetry.parallel_pair_field' depends on axioms: [propext, Classical.choice, Quot.sound]
```

## How the lemmas carry the argument

`hasDerivAt_dipolePotential` is the one-dipole derivative. Its steps `hnum` and `hn` differentiate the numerator and the distance; the latter is treated as the square root of a squared norm, which is differentiable because \(R\ne0\). The quotient and power rules combine them, and `field_simp` and `ring` bring the result to the form \(-b\cdot v\). `isFieldAtOrigin_dipolarField` then sums over the sites.

`dipoleField_covariant` rewrites scalar products and norms with `O.inner_map_map` and `O.norm_map`; `module` settles the remaining vector identity.

In `dipolarField_symmetry`, `himg` states that the image of `S` under `O` is `S`: it is contained in `S` and has the same number of elements. The `calc` block relabels the sum, applies `hm` and covariance to each term, and takes \(sO\) outside.

`field_zero_of_no_invariant_vector` applies `hfix` to this relation. `field_zero_of_inversion` uses it with the negation map and `s = 1`, and `eq_zero_of_eq_neg` supplies the step from \(v=-v\) to \(v=0\). `field_perpendicular_to_axis` follows the scalar-product calculation above. In `parallel_pair_field`, `hne` first checks that the two positions are distinct, so that the sum really has two terms.
